# The Bloch equation for rotation of a vector about a fixed unit axis

When a qubit's Bloch vector turns about a fixed axis, its rate of change with the angle is the cross product of the axis with the vector as it then stands. The theorem `bloch_equation` states this for the rotation given by Rodrigues' formula, with a real unit vector `n` as axis and any real three-component vector `r` as the starting vector, whatever its length. The statement concerns these real vectors alone; no Hamiltonian or density matrix enters it. The proof differentiates the three terms of the formula, then checks component by component that the result equals `n ⨯₃ rotate n θ r`, using the fact that `n` has length one.

An attempt in Lean 4 with a fault in it:

```lean
import Mathlib

open Matrix
open scoped Matrix.Norms.Operator

namespace QubitRotation

noncomputable section

/-- Rodrigues' formula: cos θ r + sin θ n × r + (1 - cos θ) (n·r) n. -/
def rotate (n : Fin 3 → ℝ) (θ : ℝ) (r : Fin 3 → ℝ) : Fin 3 → ℝ :=
  Real.cos θ • r + Real.sin θ • (n ⨯₃ r) + ((1 - Real.cos θ) * (n ⬝ᵥ r)) • n

/-- The Bloch equation: for a unit axis n, the vector given by Rodrigues' formula changes with the
angle at a rate equal to the cross product of n with that rotated vector. -/
theorem bloch_equation (n r : Fin 3 → ℝ) (hn : n ⬝ᵥ n = 1) (θ : ℝ) :
    HasDerivAt (fun t => rotate n t r) (n ⨯₃ rotate n θ r) θ := by
  have hn' : n 0 * n 0 + n 1 * n 1 + n 2 * n 2 = 1 := by
    simpa [dotProduct, Fin.sum_univ_three] using hn
  refine ((((Real.hasDerivAt_cos θ).smul_const r).fun_add
    ((Real.hasDerivAt_sin θ).smul_const (n ⨯₃ r))).fun_add
    ((((Real.hasDerivAt_cos θ).const_sub 1).mul_const (n ⬝ᵥ r)).smul_const n)).congr_deriv ?_
  ext i
  fin_cases i <;> simp [rotate, cross_apply, dotProduct, Fin.sum_univ_three]
  · linear_combination (Real.sin θ * r 0) * hn'
  · linear_combination (Real.sin θ * r 1) * hn'
  · linear_combination (Real.sin θ * r 2) * hn'

end

end QubitRotation
```

The compiler's answer:

```
Main.lean:25:4: error: ring failed, ring expressions not equal
n r : Fin 3 → ℝ
hn : n ⬝ᵥ n = 1
θ : ℝ
hn' : n 0 * n 0 + n 1 * n 1 + n 2 * n 2 = 1
⊢ -vecHead (Real.sin θ • r) + Real.cos θ * n 1 * r 2 - Real.cos θ * n 2 * r 1 -
              n 1 * vecHead (vecTail (vecTail (Real.cos θ • r))) -
            n 1 * vecHead (vecTail (vecTail (((1 - Real.cos θ) * (n 0 * r 0 + n 1 * r 1 + n 2 * r 2)) • n))) +
          n 2 * vecHead (vecTail (Real.cos θ • r)) +
        n 2 * vecHead (vecTail (((1 - Real.cos θ) * (n 0 * r 0 + n 1 * r 1 + n 2 * r 2)) • n)) +
      Real.sin θ * r 0 =
    0
Main.lean:26:4: error: ring failed, ring expressions not equal
n r : Fin 3 → ℝ
hn : n ⬝ᵥ n = 1
θ : ℝ
hn' : n 0 * n 0 + n 1 * n 1 + n 2 * n 2 = 1
⊢ -vecHead (vecTail (Real.sin θ • r)) + Real.cos θ * n 2 * r 0 - Real.cos θ * n 0 * r 2 -
              n 2 * vecHead (Real.cos θ • r) -
            n 2 * vecHead (((1 - Real.cos θ) * (n 0 * r 0 + n 1 * r 1 + n 2 * r 2)) • n) +
          n 0 * vecHead (vecTail (vecTail (Real.cos θ • r))) +
        n 0 * vecHead (vecTail (vecTail (((1 - Real.cos θ) * (n 0 * r 0 + n 1 * r 1 + n 2 * r 2)) • n))) +
      Real.sin θ * r 1 =
    0
Main.lean:27:4: error: ring failed, ring expressions not equal
n r : Fin 3 → ℝ
hn : n ⬝ᵥ n = 1
θ : ℝ
hn' : n 0 * n 0 + n 1 * n 1 + n 2 * n 2 = 1
⊢ -vecHead (vecTail (vecTail (Real.sin θ • r))) + Real.cos θ * n 0 * r 1 - Real.cos θ * n 1 * r 0 -
              n 0 * vecHead (vecTail (Real.cos θ • r)) -
            n 0 * vecHead (vecTail (((1 - Real.cos θ) * (n 0 * r 0 + n 1 * r 1 + n 2 * r 2)) • n)) +
          n 1 * vecHead (Real.cos θ • r) +
        n 1 * vecHead (((1 - Real.cos θ) * (n 0 * r 0 + n 1 * r 1 + n 2 * r 2)) • n) +
      Real.sin θ * r 2 =
    0
```

Cause. All three errors have the same cause, one for each component. `cross_apply` writes the cross product as an explicit list of three entries. When `simp` adds such a list to a vector not written out, such as `Real.cos θ • r`, it splits that vector with `vecHead` (first entry) and `vecTail` (the rest), and here it left these unevaluated.

`linear_combination` leaves its final check to `ring`, which does not unfold these functions. To `ring`, `vecHead (Real.sin θ • r)` is an opaque quantity unrelated to `Real.sin θ * r 0`, so the two do not cancel in the first message. The other leftover terms are stuck in the same way.

The repair gives `simp` the definitions `Matrix.vecHead` and `Matrix.vecTail`, so that these expressions become ordinary entries of `r` and `n`. The unchanged `linear_combination` lines then close the goals. The new line break after `<;>` is only layout.

The repair, with which the file compiles:

```diff
@@ -22,5 +22,6 @@
     ((((Real.hasDerivAt_cos θ).const_sub 1).mul_const (n ⬝ᵥ r)).smul_const n)).congr_deriv ?_
   ext i
-  fin_cases i <;> simp [rotate, cross_apply, dotProduct, Fin.sum_univ_three]
+  fin_cases i <;>
+    simp [rotate, cross_apply, dotProduct, Fin.sum_univ_three, Matrix.vecHead, Matrix.vecTail]
   · linear_combination (Real.sin θ * r 0) * hn'
   · linear_combination (Real.sin θ * r 1) * hn'
```
